# With attractive Pauli spin-orbit coupling, the scaled energy has no lower bound, and it has a local minimum only below a critical charge

For a p1/2 electron with the trial function r² exp(−ζr), I find that the energy with Pauli spin-orbit coupling but no mass-velocity term is unbounded below in ζ at every nuclear charge Z > 0, and that it has a local minimum only for Z < c, where c is the speed of light in atomic units. I expected the collapse, because the spin-orbit term goes as −1/r³. But my exponent optimisation converges nicely for light nuclei, so what is it converging to, and why should that point vanish at a definite charge?

## A local minimum behind a barrier, present exactly when Z < cT/√(3BV)

Your optimisation finds a local minimum separated from the collapse by a barrier. At the critical charge the minimum and the barrier top merge, and from there on the energy falls monotonically.

Scale a fixed trial shape with an inverse length a > 0, so that a larger a contracts it. Kinetic energy scales as a², 1/r as a and 1/r³ as a³, so

E(a) = T a² − Z V a − k a³, with k = ZB/c².

Here T is the kinetic energy of the shape at a = 1, V is its mean 1/r, and B > 0 is the strength of the attractive spin-orbit term, which for p1/2 is half the mean 1/r³. All parameters are positive.

**Collapse.** Given any M, take a = (T + 1 + |M|)/k + 1. Then ka = T + 1 + |M| + k and a ≥ 1, so

E(a) = −a²(1 + |M| + k) − ZVa < −|M| ≤ M.

**Local minima.** A stationary a satisfies 2Ta − ZV − 3ka² = 0. Factor the energy difference and eliminate ZV:

E(x) − E(a) = (x − a)[T(x + a) − ZV − k(x² + xa + a²)]
= (x − a)²[T − k(x + 2a)].

If 3ka < T, the last bracket is positive near x = a, and a is a local minimum. If 3ka ≥ T, it is negative for every x > a, so a slight contraction of the state lowers the energy. Local minima are therefore the stationary points with 3ka < T.

**Critical charge.** At a stationary point,

T² − 3kZV = (T − 3ka)².

At a minimum the right side is positive, so 3kZV < T², that is, 3BVZ²/c² < T², or Z < cT/√(3BV). Conversely, under this bound put s = √(T² − 3kZV). Then 0 < s < T, and a = (T − s)/(3k) is positive, stationary and satisfies 3ka = T − s < T.

**At or above it.** For x < y, E(x) − E(y) = (y − x)G with G = ZV − T(x + y) + k(x² + xy + y²), and

3kG = (3kZV − T²) + (T − 3k(x + y)/2)² + ¾k²(y − x)² > 0.

So E decreases strictly.

**Your trial function.** For p1/2, l·s = −1, and the spin-orbit term is −Z/(2c²r³). I take your function as u = rR, where R is the radial wavefunction, so that the norm is ∫ u² dr. With u = r² exp(−ζr), the centrifugal term u²/r² and the radial kinetic term u′²/2, the energy integrand is

[−Z/(2c²) r + 3r² − (2ζ + Z)r³ + ½ζ²r⁴] exp(−2ζr).

The moments ∫ rⁿ exp(−2ζr) dr = n!/(2ζ)ⁿ⁺¹ give the integral

−Z/(8c²ζ²) + 3/(8ζ³) − 3Z/(8ζ⁴).

Division by the norm integral 3/(4ζ⁵) leaves

E(ζ) = ½ζ² − ½Zζ − Zζ³/(6c²).

Thus T = V = 1/2 and B = 1/6, so √(3BV) = 1/2 and the critical charge is c.

## The energies and the minimum in Lean

`pauliEnergy T V B Z c a` is E(a), with real arguments. `collapse_and_metastability` assumes the five parameters positive and states two things: for every real M some a > 0 has energy below M, and a local minimum at some a > 0 exists if and only if `Z < c * T / √(3 * B * V)`. `IsLocalMin` compares with all nearby real scales; near a positive a these are positive too.

`pHalfEnergy Z c u` is the radial Rayleigh quotient in atomic units, with the norm in the denominator, and `slaterP ζ` is your trial function. `pHalfEnergy_slaterP` identifies its energy with the cubic for ζ > 0, and `pHalf_metastable_iff` gives the threshold Z < c.

The model has one electron, a point nucleus and no mass-velocity term. The minimum is one along the single parameter ζ; nothing is said about stability against other changes of u.

The condition B > 0 cannot be relaxed to B ≥ 0: for T = V = Z = c = 1 and B = 0 the energy is a² − a ≥ −1/4, and there is no collapse. Metastability could also have been modelled as the existence of a stationary point with a > 0. The condition would then become Z ≤ cT/√(3BV), because at equality a horizontal inflection remains.

```lean
import Mathlib

open MeasureTheory Set Filter Topology

namespace PauliSpinOrbitCollapse

noncomputable section

/-- Energy of a trial state with inverse length scale `a`: kinetic energy `T a²`, nuclear
attraction `-Z V a` and attractive Pauli spin-orbit coupling `-(Z B / c²) a³`, for `c ≠ 0`. -/
def pauliEnergy (T V B Z c a : ℝ) : ℝ :=
  T * a ^ 2 - Z * V * a - Z * B / c ^ 2 * a ^ 3

/-- Around a stationary scale `a` the energy change is a square times a linear factor. -/
theorem energy_sub_of_stationary {T V B Z c a : ℝ}
    (h : 2 * T * a - Z * V - 3 * (Z * B / c ^ 2) * a ^ 2 = 0) (x : ℝ) :
    pauliEnergy T V B Z c x - pauliEnergy T V B Z c a
      = (x - a) ^ 2 * (T - Z * B / c ^ 2 * (x + 2 * a)) := by
  unfold pauliEnergy
  linear_combination (x - a) * h

/-- For `Z, B, c > 0`, a scale `a` is a local minimum of the energy exactly when it is
stationary and `3 (Z B / c²) a < T`. -/
theorem isLocalMin_iff {T V B Z c : ℝ} (hB : 0 < B) (hZ : 0 < Z) (hc : 0 < c) (a : ℝ) :
    IsLocalMin (pauliEnergy T V B Z c) a ↔
      2 * T * a - Z * V - 3 * (Z * B / c ^ 2) * a ^ 2 = 0 ∧ 3 * (Z * B / c ^ 2) * a < T := by
  have hk : 0 < Z * B / c ^ 2 := by positivity
  constructor
  · intro h
    have hd := (((hasDerivAt_pow 2 a).const_mul T).fun_sub
      ((hasDerivAt_id' a).const_mul (Z * V))).fun_sub
      ((hasDerivAt_pow 3 a).const_mul (Z * B / c ^ 2))
    have hd' : HasDerivAt (pauliEnergy T V B Z c)
        (2 * T * a - Z * V - 3 * (Z * B / c ^ 2) * a ^ 2) a :=
      hd.congr_deriv (by norm_num; ring)
    have hs := h.hasDerivAt_eq_zero hd'
    refine ⟨hs, ?_⟩
    by_contra hn
    -- otherwise a slightly contracted state has lower energy
    obtain ⟨ε, hε, hmin⟩ := Metric.eventually_nhds_iff.1 h
    have h1 := hmin (y := a + ε / 2) (by
      rw [Real.dist_eq, add_sub_cancel_left, abs_of_pos (by positivity)]
      linarith)
    have h2 := energy_sub_of_stationary hs (a + ε / 2)
    have h3 : T - Z * B / c ^ 2 * (a + ε / 2 + 2 * a) < 0 := by
      have := mul_pos hk hε
      linarith
    have h4 : 0 < (a + ε / 2 - a) ^ 2 := by
      rw [add_sub_cancel_left]
      positivity
    have := mul_neg_of_pos_of_neg h4 h3
    linarith
  · rintro ⟨hs, hlt⟩
    refine Metric.eventually_nhds_iff.2
      ⟨(T - 3 * (Z * B / c ^ 2) * a) / (Z * B / c ^ 2), div_pos (by linarith) hk, ?_⟩
    intro x hx
    rw [Real.dist_eq, lt_div_iff₀ hk] at hx
    have h1 := mul_le_mul_of_nonneg_right (le_abs_self (x - a)) hk.le
    have h2 := energy_sub_of_stationary hs x
    have h3 : 0 ≤ T - Z * B / c ^ 2 * (x + 2 * a) := by linarith
    have := mul_nonneg (sq_nonneg (x - a)) h3
    linarith

/-- For positive parameters, the bound on the nuclear charge says that the derivative of the
energy has positive discriminant. -/
theorem charge_lt_iff {T V B Z c : ℝ} (hT : 0 < T) (hV : 0 < V) (hB : 0 < B)
    (hZ : 0 < Z) (hc : 0 < c) :
    Z < c * T / √(3 * B * V) ↔ 3 * (Z * B / c ^ 2) * (Z * V) < T ^ 2 := by
  have hp : 0 < 3 * B * V := by positivity
  have e : 3 * (Z * B / c ^ 2) * (Z * V) = Z ^ 2 * (3 * B * V) / c ^ 2 := by ring
  rw [lt_div_iff₀ (Real.sqrt_pos.2 hp), ← sq_lt_sq₀ (by positivity) (by positivity),
    mul_pow, Real.sq_sqrt hp.le, e, div_lt_iff₀ (by positivity), mul_pow, mul_comm (c ^ 2)]

/-- For positive parameters the energy has no lower bound on `a > 0`, and it has a local
minimum there if and only if `Z < c T / √(3 B V)`. -/
theorem collapse_and_metastability {T V B Z c : ℝ} (hT : 0 < T) (hV : 0 < V) (hB : 0 < B)
    (hZ : 0 < Z) (hc : 0 < c) :
    (∀ M : ℝ, ∃ a > 0, pauliEnergy T V B Z c a < M) ∧
    ((∃ a > 0, IsLocalMin (pauliEnergy T V B Z c) a) ↔ Z < c * T / √(3 * B * V)) := by
  have hk : 0 < Z * B / c ^ 2 := by positivity
  constructor
  · intro M
    unfold pauliEnergy
    generalize Z * B / c ^ 2 = k at hk ⊢
    have hq : 0 < (T + 1 + |M|) / k := by positivity
    refine ⟨(T + 1 + |M|) / k + 1, by linarith, ?_⟩
    have hka : k * ((T + 1 + |M|) / k + 1) = T + 1 + |M| + k := by field_simp
    have ha : 1 ≤ (T + 1 + |M|) / k + 1 := by linarith
    generalize (T + 1 + |M|) / k + 1 = a at hka ha ⊢
    have h1 : T * a ^ 2 - Z * V * a - k * a ^ 3
        = -(a ^ 2 * (1 + |M| + k)) - Z * V * a := by
      linear_combination (-a ^ 2) * hka
    have h2 : 0 < Z * V * a := by positivity
    have h3 : 1 ≤ a ^ 2 := by nlinarith
    have h4 : 0 ≤ (a ^ 2 - 1) * (1 + |M| + k) :=
      mul_nonneg (by linarith) (by positivity)
    have h5 := neg_abs_le M
    rw [h1]
    linarith
  · rw [charge_lt_iff hT hV hB hZ hc]
    simp only [isLocalMin_iff hB hZ hc]
    generalize Z * B / c ^ 2 = k at hk ⊢
    constructor
    · rintro ⟨a, -, hs, hlt⟩
      -- the discriminant is the square of T - 3 k a
      have h1 : T ^ 2 - 3 * k * (Z * V) = (T - 3 * k * a) ^ 2 := by
        linear_combination (3 * k) * hs
      have h2 : 0 < (T - 3 * k * a) ^ 2 := pow_pos (by linarith) 2
      linarith
    · intro h
      have hs0 : 0 < √(T ^ 2 - 3 * k * (Z * V)) := Real.sqrt_pos.2 (by linarith)
      have hs2 := Real.sq_sqrt (show 0 ≤ T ^ 2 - 3 * k * (Z * V) by linarith)
      have hp : 0 < 3 * k * (Z * V) := by positivity
      have hsT : √(T ^ 2 - 3 * k * (Z * V)) < T := (Real.sqrt_lt' hT).2 (by linarith)
      generalize √(T ^ 2 - 3 * k * (Z * V)) = s at hs0 hs2 hsT
      -- the smaller root of the derivative
      have h3 : 3 * k * ((T - s) / (3 * k)) = T - s := by field_simp
      refine ⟨(T - s) / (3 * k), div_pos (by linarith) (by positivity), ?_, by linarith⟩
      generalize (T - s) / (3 * k) = a at h3 ⊢
      apply mul_left_cancel₀ (show 3 * k ≠ 0 by positivity)
      linear_combination (2 * T - 3 * k * a - (T - s)) * h3 - hs2

/-- For positive parameters and a charge at or above the critical one, the energy falls
strictly as the scale `a` grows. -/
theorem strictAnti_of_critical_le {T V B Z c : ℝ} (hT : 0 < T) (hV : 0 < V) (hB : 0 < B)
    (hZ : 0 < Z) (hc : 0 < c) (h : c * T / √(3 * B * V) ≤ Z) :
    StrictAnti (pauliEnergy T V B Z c) := by
  have hk : 0 < Z * B / c ^ 2 := by positivity
  have hd := not_lt.1 (mt (charge_lt_iff hT hV hB hZ hc).2 (not_lt_of_ge h))
  intro x y hxy
  unfold pauliEnergy
  generalize Z * B / c ^ 2 = k at hk hd ⊢
  have hyx : 0 < y - x := sub_pos.2 hxy
  have h1 : 0 < 3 * k * (Z * V - T * (x + y) + k * (x ^ 2 + x * y + y ^ 2)) := by
    have e : 3 * k * (Z * V - T * (x + y) + k * (x ^ 2 + x * y + y ^ 2))
        = (3 * k * (Z * V) - T ^ 2) + (T - 3 * k * (x + y) / 2) ^ 2
          + 3 / 4 * (k * (y - x)) ^ 2 := by ring
    have h2 : 0 < 3 / 4 * (k * (y - x)) ^ 2 := by positivity
    have h3 := sq_nonneg (T - 3 * k * (x + y) / 2)
    rw [e]
    linarith
  have h4 := (mul_pos_iff_of_pos_left (show 0 < 3 * k by positivity)).1 h1
  have h5 := mul_pos hyx h4
  linarith

/-- Energy (atomic units) with Pauli spin-orbit coupling and no mass-velocity term, for a p1/2
electron (`l·s = -1`) in the field of a point charge `Z`. Here `u` is `r` times the radial
wavefunction; it should be differentiable on `r > 0`, with nonzero norm and finite integrals, and
`c ≠ 0`. -/
def pHalfEnergy (Z c : ℝ) (u : ℝ → ℝ) : ℝ :=
  (∫ r in Ioi (0 : ℝ), (deriv u r ^ 2 / 2 + u r ^ 2 / r ^ 2 - Z * u r ^ 2 / r
    - Z / (2 * c ^ 2) * u r ^ 2 / r ^ 3)) / ∫ r in Ioi (0 : ℝ), u r ^ 2

/-- The function `r² exp(-ζ r)`, used for `ζ > 0` as `r` times a p-type radial wavefunction. -/
def slaterP (ζ r : ℝ) : ℝ := r ^ 2 * Real.exp (-(ζ * r))

/-- The moments of a decaying exponential with `b > 0` are `n! / b^(n+1)`. -/
theorem exp_moment {b : ℝ} (hb : 0 < b) (n : ℕ) :
    ∫ r in Ioi (0 : ℝ), r ^ n * Real.exp (-(b * r)) = (n.factorial : ℝ) / b ^ (n + 1) := by
  have h := Real.integral_rpow_mul_exp_neg_mul_Ioi (a := (n : ℝ) + 1) (r := b)
    (by positivity) hb
  have e : (1 / b) ^ ((n : ℝ) + 1) = (1 / b) ^ (n + 1) := by
    exact_mod_cast Real.rpow_natCast (1 / b) (n + 1)
  simp only [add_sub_cancel_right, Real.rpow_natCast] at h
  rw [h, Real.Gamma_nat_eq_factorial, e, one_div, inv_pow, div_eq_mul_inv, mul_comm]

/-- Integral over `r > 0` of a quartic polynomial without constant term times `exp(-b r)`,
for `b > 0`. -/
theorem exp_quartic {b : ℝ} (hb : 0 < b) (p q s t : ℝ) :
    ∫ r in Ioi (0 : ℝ), (p * r + q * r ^ 2 + s * r ^ 3 + t * r ^ 4) * Real.exp (-(b * r))
      = p / b ^ 2 + 2 * q / b ^ 3 + 6 * s / b ^ 4 + 24 * t / b ^ 5 := by
  have I (n : ℕ) : Integrable (fun r : ℝ => r ^ n * Real.exp (-(b * r)))
      (volume.restrict (Ioi 0)) := by
    by_contra hn
    have h0 := exp_moment hb n
    rw [integral_undef hn] at h0
    have : 0 < (n.factorial : ℝ) / b ^ (n + 1) := by positivity
    linarith
  have e1 := (I 1).const_mul p
  have e2 := (I 2).const_mul q
  have e3 := (I 3).const_mul s
  have e4 := (I 4).const_mul t
  have h1 := integral_add ((e1.add e2).add e3) e4
  have h2 := integral_add (e1.add e2) e3
  have h3 := integral_add e1 e2
  simp only [Pi.add_apply, integral_const_mul, exp_moment hb] at h1 h2 h3
  have f1 : ((Nat.factorial 1 : ℕ) : ℝ) = 1 := by norm_num [Nat.factorial]
  have f2 : ((Nat.factorial 2 : ℕ) : ℝ) = 2 := by norm_num [Nat.factorial]
  have f3 : ((Nat.factorial 3 : ℕ) : ℝ) = 6 := by norm_num [Nat.factorial]
  have f4 : ((Nat.factorial 4 : ℕ) : ℝ) = 24 := by norm_num [Nat.factorial]
  have e : (fun r : ℝ => (p * r + q * r ^ 2 + s * r ^ 3 + t * r ^ 4) * Real.exp (-(b * r)))
      = fun r => p * (r ^ 1 * Real.exp (-(b * r))) + q * (r ^ 2 * Real.exp (-(b * r)))
        + s * (r ^ 3 * Real.exp (-(b * r))) + t * (r ^ 4 * Real.exp (-(b * r))) := by
    funext r
    ring
  rw [e, h1, h2, h3, f1, f2, f3, f4]
  ring

/-- For `ζ, c > 0` the p1/2 energy of `r² exp(-ζ r)` is the scaled energy with `T = V = 1/2`
and `B = 1/6`. -/
theorem pHalfEnergy_slaterP {ζ c : ℝ} (hζ : 0 < ζ) (hc : 0 < c) (Z : ℝ) :
    pHalfEnergy Z c (slaterP ζ) = pauliEnergy (1 / 2) (1 / 2) (1 / 6) Z c ζ := by
  have hE (r : ℝ) : Real.exp (-(2 * ζ * r)) = Real.exp (-(ζ * r)) ^ 2 := by
    rw [← Real.exp_nat_mul]
    congr 1
    push_cast
    ring
  have hD (r : ℝ) : deriv (slaterP ζ) r = (2 * r - ζ * r ^ 2) * Real.exp (-(ζ * r)) := by
    have h := (hasDerivAt_pow 2 r).fun_mul (((hasDerivAt_id' r).const_mul ζ).fun_neg.exp)
    have h' : HasDerivAt (slaterP ζ) ((2 * r - ζ * r ^ 2) * Real.exp (-(ζ * r))) r :=
      h.congr_deriv (by norm_num; ring)
    exact h'.deriv
  have num : (∫ r in Ioi (0 : ℝ), (deriv (slaterP ζ) r ^ 2 / 2 + slaterP ζ r ^ 2 / r ^ 2
      - Z * slaterP ζ r ^ 2 / r - Z / (2 * c ^ 2) * slaterP ζ r ^ 2 / r ^ 3))
      = ∫ r in Ioi (0 : ℝ), (-(Z / (2 * c ^ 2)) * r + 3 * r ^ 2 + -(2 * ζ + Z) * r ^ 3
        + ζ ^ 2 / 2 * r ^ 4) * Real.exp (-(2 * ζ * r)) := by
    refine setIntegral_congr_fun measurableSet_Ioi fun r hr => ?_
    have hr' : r ≠ 0 := ne_of_gt hr
    simp only [hD, slaterP, hE]
    generalize Real.exp (-(ζ * r)) = e
    field_simp
    ring
  have den : (∫ r in Ioi (0 : ℝ), slaterP ζ r ^ 2) = 3 / (4 * ζ ^ 5) := by
    have e : (fun r : ℝ => slaterP ζ r ^ 2) = fun r =>
        (0 * r + 0 * r ^ 2 + 0 * r ^ 3 + 1 * r ^ 4) * Real.exp (-(2 * ζ * r)) := by
      funext r
      rw [hE, slaterP]
      ring
    rw [e, exp_quartic (by positivity)]
    ring
  unfold pHalfEnergy pauliEnergy
  rw [num, den, exp_quartic (by positivity)]
  field_simp
  ring

/-- For `Z, c > 0` the p1/2 energy of the trial functions `r² exp(-ζ r)` has a local minimum
in `ζ > 0` if and only if `Z < c`. -/
theorem pHalf_metastable_iff {Z c : ℝ} (hZ : 0 < Z) (hc : 0 < c) :
    (∃ ζ > 0, IsLocalMin (fun x => pHalfEnergy Z c (slaterP x)) ζ) ↔ Z < c := by
  have h := (collapse_and_metastability (T := 1 / 2) (V := 1 / 2) (B := 1 / 6)
    (by norm_num) (by norm_num) (by norm_num) hZ hc).2
  have e : √(3 * (1 / 6) * (1 / 2) : ℝ) = 1 / 2 := by
    rw [show (3 * (1 / 6) * (1 / 2) : ℝ) = (1 / 2) ^ 2 by norm_num]
    exact Real.sqrt_sq (by norm_num)
  rw [e, mul_div_assoc, div_self (by norm_num), mul_one] at h
  rw [← h]
  -- the two energies agree near every positive exponent
  have key (ζ : ℝ) (hζ : 0 < ζ) : (fun x => pHalfEnergy Z c (slaterP x))
      =ᶠ[𝓝 ζ] pauliEnergy (1 / 2) (1 / 2) (1 / 6) Z c :=
    (eventually_gt_nhds hζ).mono fun x hx => pHalfEnergy_slaterP hx hc Z
  constructor
  · rintro ⟨ζ, hζ, hm⟩
    exact ⟨ζ, hζ, (key ζ hζ).isLocalMin_iff.1 hm⟩
  · rintro ⟨ζ, hζ, hm⟩
    exact ⟨ζ, hζ, (key ζ hζ).isLocalMin_iff.2 hm⟩

end

end PauliSpinOrbitCollapse
```

```lean
#print axioms PauliSpinOrbitCollapse.collapse_and_metastability
#print axioms PauliSpinOrbitCollapse.strictAnti_of_critical_le
#print axioms PauliSpinOrbitCollapse.pHalf_metastable_iff
```

```
'PauliSpinOrbitCollapse.collapse_and_metastability' depends on axioms: [propext, Classical.choice, Quot.sound]
'PauliSpinOrbitCollapse.strictAnti_of_critical_le' depends on axioms: [propext, Classical.choice, Quot.sound]
'PauliSpinOrbitCollapse.pHalf_metastable_iff' depends on axioms: [propext, Classical.choice, Quot.sound]
```

## From the factored difference to the threshold Z < c

`energy_sub_of_stationary` is the factored difference; `linear_combination` adds (x − a) times the stationarity equation. `isLocalMin_iff` gets stationarity from the vanishing derivative, then tests the contracted scale a + ε/2 to exclude 3ka ≥ T. For the converse it gives an explicit radius, (T − 3ka)/k, within which the linear factor is nonnegative.

`charge_lt_iff` squares the charge bound into 3kZV < T². The main theorem then uses the a chosen above for the collapse, the identity T² − 3kZV = (T − 3ka)² for one direction and the smaller root for the other. `strictAnti_of_critical_le` uses the sum of squares for 3kG.

For the trial function, `exp_moment` supplies the moments and `exp_quartic` combines them. The latter also proves integrability: a non-integrable function would have integral zero in Lean, but each moment is positive. `pHalfEnergy_slaterP` computes the derivative, rewrites the integrand for r > 0 and divides by the norm. In `pHalf_metastable_iff` the two energies agree in a neighbourhood of each positive ζ, which is enough to transfer local minima.

For variational work with the Pauli spin-orbit operator, this one-electron, one-exponent model shows that a converged exponent need not mark the lowest energy: beyond the barrier, sufficiently tight functions have lower energies, without limit.
